# Overlapping Block Means of Periodic Data as a Triangular Window on the Autocorrelation

Successive samples from a simulation are usually correlated, and the error of their average depends on the autocorrelation of their fluctuations about the mean, summed over all lags. In practice that sum has to be truncated. If it is simply cut off at some lag, the result can be negative, although it is meant to estimate a variance. A periodic record that alternates between 1 and −1 shows this at once. Its autocorrelation is 1 at lag zero and −1 at lag one, so counting lag zero once and lag one twice, for the two signs of the lag, gives 1 − 2 = −1.

Averaging squared block means can't fail in this way, because an average of squares is never negative. For periodic data this average is itself a truncated sum of the autocorrelation, with weights that fall linearly to zero.

## The identity and its derivation

Let x(i) be real data on N ≥ 1 sites, with site labels added modulo N. Write ⟨f⟩ for the average of f(i) over all N sites, and define the autocorrelation at lag t, the sum of the block of length b starting at site i, and the mean of that block:

c(t) = ⟨x(i) x(i+t)⟩

S_b(i) = x(i) + x(i+1) + … + x(i+b−1)

M_b(i) = S_b(i) / b

The claim is that for every b ≥ 1

b ⟨M_b(i)²⟩ = c(0) + 2 Σ_{t=1}^{b−1} (1 − t/b) c(t).

Dividing by b gives the average squared block mean itself. The blocks overlap: one starts at every site.

The derivation lengthens the block one sample at a time. A block of length b+1 is its first sample followed by a block of length b that starts one site later:

S_{b+1}(i) = x(i) + S_b(i+1).

Squaring and averaging over i gives

⟨S_{b+1}(i)²⟩ = ⟨x(i)²⟩ + 2 ⟨x(i) S_b(i+1)⟩ + ⟨S_b(i+1)²⟩.

The first term is c(0). In the second, the block S_b(i+1) contains x(i+1), …, x(i+b), so

⟨x(i) S_b(i+1)⟩ = c(1) + c(2) + … + c(b).

In the third, moving the starting site by one only reorders the terms of a sum over the whole cycle, so ⟨S_b(i+1)²⟩ = ⟨S_b(i)²⟩. Therefore

⟨S_{b+1}(i)²⟩ = ⟨S_b(i)²⟩ + c(0) + 2 Σ_{t=1}^{b} c(t).

An empty block has sum zero. Starting there and taking b such steps, c(0) is added b times. The lag t first appears when the length grows from t to t+1, and it is added b − t times in all. Hence

⟨S_b(i)²⟩ = b c(0) + 2 Σ_{t=1}^{b−1} (b − t) c(t).

The weight b − t is the number of pairs of samples in the block that lie t sites apart. Since M_b = S_b / b, dividing by b² and multiplying by b turns b − t into 1 − t/b, which is the claim.

For the alternating record and b = 2, the right-hand side is 1 + 2 · (1/2) · (−1) = 0. This agrees with the left-hand side, since every block of two samples has mean zero.

## Periodic records and the quantities built from them

A periodic record is a function `x : ZMod N → ℝ`. The type `ZMod N` holds the integers modulo N, so addition of sites wraps around by itself, and `NeZero N` states that N is not 0, which makes the set of sites a finite cycle (`ZMod 0` is the set of all integers).

In Lean 4 with Mathlib:

```lean
import Mathlib

namespace OverlappingBlocks

noncomputable section

variable {N : ℕ} [NeZero N]
```

The average ⟨f⟩ is `avg f`.

```lean
/-- The average of an observable over the `N` sites of a periodic record. -/
def avg (f : ZMod N → ℝ) : ℝ := (∑ i, f i) / N
```

Lags are natural numbers, converted to elements of `ZMod N` before they are added to a site. The data enter as they are, without subtraction of their mean, so `autocorr` is c(t) and not yet an autocovariance.

```lean
/-- The cyclic autocorrelation at lag `t`: the average of `x i * x (i + t)`. -/
def autocorr (x : ZMod N → ℝ) (t : ℕ) : ℝ := avg fun i => x i * x (i + (t : ZMod N))
```

The block sum S_b(i) is `blockSum x b i`, in which k runs from 0 to b−1.

```lean
/-- The sum of the `b` consecutive samples starting at site `i`. -/
def blockSum (x : ZMod N → ℝ) (b : ℕ) (i : ZMod N) : ℝ :=
  ∑ k ∈ Finset.range b, x (i + (k : ZMod N))
```

The block mean M_b(i) is `blockMean x b i`.

```lean
/-- The mean of the `b` consecutive samples starting at site `i`. -/
def blockMean (x : ZMod N → ℝ) (b : ℕ) (i : ZMod N) : ℝ := blockSum x b i / b
```

The right-hand side of the claim has its own name. `Finset.Ico 1 b` is the set of lags from 1 to b−1.

```lean
/-- The autocorrelation at lag zero plus twice its sum over the lags `t` with `1 ≤ t < b`, each
weighted by `1 - t / b`. -/
def triangularWindow (x : ZMod N → ℝ) (b : ℕ) : ℝ :=
  autocorr x 0 + 2 * ∑ t ∈ Finset.Ico 1 b, (1 - (t : ℝ) / (b : ℝ)) * autocorr x t
```

The division in the weight has to be a division of real numbers, and here a slip is possible that still compiles. If t / b were formed from natural numbers and converted afterwards, it would round down to zero for every t < b. All the weights would then be 1, the window would become the sharp cutoff, and the identity would be false: for the alternating record with b = 2 the left-hand side is 0 and the right-hand side −1. The separate conversions in `(t : ℝ) / (b : ℝ)` prevent this.

## Lengthening a block by one sample

Translation invariance of the average comes first. Adding s to every site is a bijection of the cycle, and `Equiv.sum_comp` says that a sum over all sites is unchanged by it.

```lean
/-- The average over a periodic record does not change when the record is translated. -/
theorem avg_shift (f : ZMod N → ℝ) (s : ZMod N) : avg (fun i => f (i + s)) = avg f := by
  have h : ∑ i, f (i + s) = ∑ i, f i := Equiv.sum_comp (Equiv.addRight s) f
  simp only [avg, h]
```

Next comes the splitting of a block. The proof separates the term k = 0 from the sum and checks that the remaining samples x(i+k+1) are those of the block that starts at i+1.

```lean
omit [NeZero N] in
/-- A block of length `b + 1` is its first sample followed by the block of length `b`
that starts one site later. -/
theorem blockSum_succ (x : ZMod N → ℝ) (b : ℕ) (i : ZMod N) :
    blockSum x (b + 1) i = x i + blockSum x b (i + 1) := by
  have h : ∀ k : ℕ, x (i + ((k + 1 : ℕ) : ZMod N)) = x (i + 1 + (k : ZMod N)) := by
    intro k
    congr 1
    push_cast
    ring
  simp only [blockSum, Finset.sum_range_succ', h, Nat.cast_zero, add_zero]
  ring
```

The cross term is evaluated by exchanging the sum over sites with the sum over positions in the block. The summation index t now starts at 0, so the lag is t+1 and the lags run from 1 to b.

```lean
/-- The average product of a sample with the sum of the next `b` samples is the sum of the
autocorrelation over the lags `1, ..., b`. -/
theorem avg_mul_blockSum (x : ZMod N → ℝ) (b : ℕ) :
    avg (fun i => x i * blockSum x b (i + 1)) = ∑ t ∈ Finset.range b, autocorr x (t + 1) := by
  simp only [avg, autocorr, blockSum, Finset.mul_sum]
  rw [Finset.sum_comm, Finset.sum_div]
  refine Finset.sum_congr rfl fun t _ => ?_
  congr 1
  refine Finset.sum_congr rfl fun i _ => ?_
  have h : i + 1 + (t : ZMod N) = i + ((t + 1 : ℕ) : ZMod N) := by
    push_cast
    ring
  rw [h]
```

The formula for the mean squared block sum follows by induction on b. Its sum uses the same shifted index, so the weight b − t of the derivation reads b − (t+1). The last term, at lag b, has weight zero and does no harm.

In the induction step, `h1` is the expanded square, `h2` is translation invariance, and `h3` records that each weight grows by one when the block does. Together with the cross term they give the recursion derived above.

```lean
/-- The mean squared block sum weights each positive lag by twice the number of pairs
of samples in the block at that lag. -/
theorem avg_sq_blockSum (x : ZMod N → ℝ) (b : ℕ) :
    avg (fun i => blockSum x b i ^ 2) = (b : ℝ) * autocorr x 0 +
      2 * ∑ t ∈ Finset.range b, ((b : ℝ) - ((t : ℝ) + 1)) * autocorr x (t + 1) := by
  induction b with
  | zero => simp [avg, blockSum]
  | succ b ih =>
    -- split off the first sample of every block and expand the square
    have h1 : avg (fun i => blockSum x (b + 1) i ^ 2) = autocorr x 0 +
        2 * avg (fun i => x i * blockSum x b (i + 1)) +
        avg (fun i => blockSum x b (i + 1) ^ 2) := by
      simp only [avg, autocorr, blockSum_succ, Nat.cast_zero, add_zero]
      rw [← mul_div_assoc, ← add_div, ← add_div, Finset.mul_sum,
        ← Finset.sum_add_distrib, ← Finset.sum_add_distrib]
      congr 1
      refine Finset.sum_congr rfl fun i _ => ?_
      ring
    have h2 : avg (fun i => blockSum x b (i + 1) ^ 2) = avg (fun i => blockSum x b i ^ 2) :=
      avg_shift (fun i => blockSum x b i ^ 2) 1
    -- each lag gains one more pair
    have h3 : ∑ t ∈ Finset.range b, (((b + 1 : ℕ) : ℝ) - ((t : ℝ) + 1)) * autocorr x (t + 1) =
        ∑ t ∈ Finset.range b, ((b : ℝ) - ((t : ℝ) + 1)) * autocorr x (t + 1) +
        ∑ t ∈ Finset.range b, autocorr x (t + 1) := by
      rw [← Finset.sum_add_distrib]
      refine Finset.sum_congr rfl fun t _ => ?_
      push_cast
      ring
    rw [h1, avg_mul_blockSum, h2, ih, Finset.sum_range_succ, h3]
    push_cast
    ring
```

## The window identity for block means

The main theorem reads: for every record x and every block length b > 0, b times the average of the squared block means equals the triangular window of x. At b = 0 the left-hand side would be 0 and the right-hand side c(0), which is why b has to be positive. No upper bound on b is needed. A block longer than the record runs around the cycle and counts some samples more than once, and both sides of the identity account for this in the same way.

In the proof, `h1` takes the factor 1/b² out of the average. The step `h2` returns from the shifted index to the lag itself, drops the term of weight zero, and divides the pair counts by b. The remaining algebra is `key`.

```lean
/-- Overlapping blocks act as a triangular window: `b` times the mean squared block mean over
all cyclic blocks of length `b` is the triangularly weighted sum of the autocorrelation. -/
theorem overlapping_blocks (x : ZMod N → ℝ) {b : ℕ} (hb : 0 < b) :
    (b : ℝ) * avg (fun i => blockMean x b i ^ 2) = triangularWindow x b := by
  obtain ⟨n, rfl⟩ : ∃ n, b = n + 1 := ⟨b - 1, by omega⟩
  have hn : ((n + 1 : ℕ) : ℝ) ≠ 0 := Nat.cast_ne_zero.mpr (Nat.succ_ne_zero n)
  have h1 : avg (fun i => blockMean x (n + 1) i ^ 2) =
      avg (fun i => blockSum x (n + 1) i ^ 2) / ((n + 1 : ℕ) : ℝ) ^ 2 := by
    simp only [avg, blockMean, div_pow]
    rw [← Finset.sum_div, div_right_comm]
  -- the pair counts divided by the block length are the triangular weights
  have h2 : ∑ t ∈ Finset.Ico 1 (n + 1), (1 - (t : ℝ) / ((n + 1 : ℕ) : ℝ)) * autocorr x t =
      (∑ t ∈ Finset.range (n + 1),
        (((n + 1 : ℕ) : ℝ) - ((t : ℝ) + 1)) * autocorr x (t + 1)) / ((n + 1 : ℕ) : ℝ) := by
    have h0 : ((n + 1 : ℕ) : ℝ) - ((n : ℝ) + 1) = 0 := by
      push_cast
      ring
    rw [Finset.sum_Ico_eq_sum_range, Nat.add_sub_cancel, Finset.sum_range_succ, h0, zero_mul,
      add_zero, Finset.sum_div]
    refine Finset.sum_congr rfl fun t _ => ?_
    rw [Nat.add_comm 1 t, one_sub_div hn]
    push_cast
    ring
  have key : ∀ B c S : ℝ, B ≠ 0 → B * ((B * c + 2 * S) / B ^ 2) = c + 2 * (S / B) := by
    intro B c S hB
    field_simp
  rw [h1, avg_sq_blockSum, triangularWindow, h2]
  exact key _ _ _ hn
```

The theorem is an exact statement about one given record. It involves no probability distribution and no limit of long records. It does assume periodicity: c(t) includes products that pair the end of the record with its beginning, and some blocks cross that seam. The theorem applies to a simulation record with two open ends once the record has been closed into a cycle; without that step the identity is not guaranteed.

## Scatter about the overall mean

Error estimates use the scatter of the block means about the overall mean ⟨x⟩. Subtracting ⟨x⟩ from every sample subtracts it from every block mean, so the identity can be applied to the fluctuations x(i) − ⟨x⟩:

b ⟨(M_b(i) − ⟨x⟩)²⟩ = triangular window of the fluctuations.

In Monte Carlo or molecular dynamics, the error of a time average can be estimated either from the scatter of block means or from a summed autocorrelation. For overlapping blocks, one starting at every site of a record treated as periodic, the theorem makes the first a special case of the second, with triangular weights.

```lean
/-- The mean squared deviation of the block means from the overall mean, times `b`, is the
triangularly weighted sum of the autocorrelation of the fluctuations. -/
theorem blockMean_variance (x : ZMod N → ℝ) {b : ℕ} (hb : 0 < b) :
    (b : ℝ) * avg (fun i => (blockMean x b i - avg x) ^ 2) =
      triangularWindow (fun i => x i - avg x) b := by
  have hb' : (b : ℝ) ≠ 0 := Nat.cast_ne_zero.mpr hb.ne'
  -- subtracting a constant from the data subtracts it from every block mean
  have h : ∀ i, blockMean (fun j => x j - avg x) b i = blockMean x b i - avg x := by
    intro i
    simp only [blockMean, blockSum, Finset.sum_sub_distrib, Finset.sum_const,
      Finset.card_range, nsmul_eq_mul]
    rw [sub_div, mul_div_cancel_left₀ _ hb']
  rw [← overlapping_blocks _ hb]
  simp only [h]
```

## Positivity and the full-length block

The window is never negative, because for b > 0 it equals b times an average of squares. For b = 0 the sum over lags is empty and the window is c(0), the same value as for b = 1.

```lean
/-- The triangularly weighted sum of the autocorrelation is never negative. -/
theorem triangularWindow_nonneg (x : ZMod N → ℝ) (b : ℕ) : 0 ≤ triangularWindow x b := by
  have hpos : ∀ m : ℕ, 0 < m → 0 ≤ triangularWindow x m := by
    intro m hm
    rw [← overlapping_blocks x hm]
    unfold avg
    positivity
  rcases Nat.eq_zero_or_pos b with rfl | hb
  · have h : triangularWindow x 0 = triangularWindow x 1 := by simp [triangularWindow]
    rw [h]
    exact hpos 1 one_pos
  · exact hpos b hb
```

When the block is as long as the record, each block visits every site exactly once. All the block means then equal ⟨x⟩, and the window equals N ⟨x⟩². The proof sets up the correspondence between positions k = 0, …, N−1 in the block and sites i + k. Its inverse sends a site j to the representative of j − i between 0 and N−1.

```lean
/-- For a block as long as the record, the triangularly weighted sum is `N` times the squared
overall mean. -/
theorem triangularWindow_full (x : ZMod N → ℝ) :
    triangularWindow x N = (N : ℝ) * avg x ^ 2 := by
  have hN : (N : ℝ) ≠ 0 := Nat.cast_ne_zero.mpr (NeZero.ne N)
  -- a full-length block visits every site exactly once
  have hs : ∀ i, blockSum x N i = ∑ j, x j := by
    intro i
    unfold blockSum
    refine Finset.sum_nbij' (fun k : ℕ => i + (k : ZMod N)) (fun j => (j - i).val)
      (fun _ _ => Finset.mem_univ _) (fun j _ => Finset.mem_range.mpr (ZMod.val_lt _))
      (fun k hk => ?_) (fun j _ => ?_) (fun _ _ => rfl)
    · show (i + (k : ZMod N) - i).val = k
      rw [add_sub_cancel_left, ZMod.val_natCast_of_lt (Finset.mem_range.mp hk)]
    · show i + (((j - i).val : ℕ) : ZMod N) = j
      rw [ZMod.natCast_zmod_val]
      ring
  have hm : ∀ i, blockMean x N i = avg x := fun i => by simp only [blockMean, avg, hs]
  have hc : ∀ c : ℝ, avg (fun _ : ZMod N => c) = c := by
    intro c
    simp only [avg, Finset.sum_const, Finset.card_univ, ZMod.card, nsmul_eq_mul]
    exact mul_div_cancel_left₀ c hN
  rw [← overlapping_blocks x (NeZero.pos N)]
  simp only [hm, hc]
```

For the fluctuations, whose average is zero, the full-length window therefore vanishes, however strongly the data are correlated. The scatter of blocks as long as the record therefore says nothing about the error.

## The sharp cutoff at lag one

The record from the opening has two sites, with value 1 at site 0 and −1 at site 1.

```lean
/-- The record of period two with values `1` and `-1`. -/
def alternating : ZMod 2 → ℝ := fun i => if i = 0 then 1 else -1
```

The last theorem computes its autocorrelation sum up to lag one with all weights equal to 1. The set `Finset.Ico 1 2` contains only the lag 1, and both averages are written out over the two sites. The result, −1, shows that the positivity of the triangular window is not shared by every truncation of the same sum.

```lean
/-- With a sharp cutoff in place of the triangular weights, the summed autocorrelation of the
alternating record up to lag one is `-1`. -/
theorem sharp_cutoff_negative :
    autocorr alternating 0 + 2 * ∑ t ∈ Finset.Ico 1 2, autocorr alternating t = -1 := by
  have hs : ∀ f : ZMod 2 → ℝ, ∑ i, f i = f 0 + f 1 := fun f => Fin.sum_univ_two f
  have h11 : (1 : ZMod 2) + 1 = 0 := by decide
  have h10 : (1 : ZMod 2) ≠ 0 := by decide
  have hI : Finset.Ico 1 2 = ({1} : Finset ℕ) := by decide
  rw [hI, Finset.sum_singleton]
  simp only [autocorr, avg, hs, alternating, Nat.cast_zero, Nat.cast_one, add_zero, zero_add,
    h11, h10, if_true, if_false]
  norm_num

end

end OverlappingBlocks
```

```lean
#print axioms OverlappingBlocks.overlapping_blocks
#print axioms OverlappingBlocks.blockMean_variance
#print axioms OverlappingBlocks.triangularWindow_full
#print axioms OverlappingBlocks.sharp_cutoff_negative
```

```
'OverlappingBlocks.overlapping_blocks' depends on axioms: [propext, Classical.choice, Quot.sound]
'OverlappingBlocks.blockMean_variance' depends on axioms: [propext, Classical.choice, Quot.sound]
'OverlappingBlocks.triangularWindow_full' depends on axioms: [propext, Classical.choice, Quot.sound]
'OverlappingBlocks.sharp_cutoff_negative' depends on axioms: [propext, Classical.choice, Quot.sound]
```
